# Integer Burgers vectors on a periodic grid are realizable exactly when they sum to zero

A supercell is set up to study one dislocation, and periodic boundary conditions are applied in the plane normal to its line. Can the displacements around the core be matched across the cell boundaries, or must the cell contain something else?

## The condition on the cell total

Take an m by n periodic grid with m, n ≥ 1. Its sites are p = (i, j), with i counted modulo m and j modulo n. The bond leaving p in the x direction carries an integer vector x(i, j), and the bond leaving it in the y direction carries y(i, j). These vectors are lattice translations, written in components along d primitive lattice vectors. Each tells by how much the step assigned to the bond in the perfect reference crystal differs from the regular step, so elastic strain does not enter. The Burgers vector of the plaquette with lower left corner p is the anticlockwise sum

b(i, j) = x(i, j) + y(i+1, j) − x(i, j+1) − y(i, j).

For a prescribed integer-vector field β, bond displacements with b = β on every plaquette exist if and only if

Σ_p β(p) = 0.

A single dislocation therefore fits only if its Burgers vector is zero, and two fit exactly when their Burgers vectors are opposite.

## Checking a dislocated supercell before building it

A code that prepares periodic supercells for atomistic or electronic-structure calculations can test this sum before placing any atoms, provided that the dislocations are straight, parallel and described by integer Burgers vectors on such a grid. If the total is not zero, one additional dislocation carrying minus the total, on any unoccupied plaquette, repairs the input. On an occupied plaquette it would merge with the dislocation already there, and a lone dislocation would be annihilated.

## Summing over the cell and integrating back

**Necessity.** Sum b over all plaquettes. Shifting i or j by one only relabels the sites of the periodic grid, so

Σ y(i+1, j) = Σ y(i, j) and Σ x(i, j+1) = Σ x(i, j).

The four terms cancel in pairs, and the total is zero.

**Integration on a ring.** Let f be a function on m sites in a ring, with zero sum. Define

g(i) = f(0) + … + f(i−1) for i = 0, …, m−1, with g(0) = 0.

Then g(i+1) − g(i) = f(i) for i < m−1. At the last site the next one is site 0, and

g(0) − g(m−1) = −(f(0) + … + f(m−2)) = f(m−1),

because the full sum vanishes.

**Sufficiency.** Let S(j) = Σ_i β(i, j) be the row totals. They sum to zero, so there is a periodic R with R(j+1) − R(j) = S(j). Put x(0, j) = −R(j), and x(i, j) = 0 for i ≠ 0. The x-bonds then contribute

x(i, j) − x(i, j+1) = S(j) if i = 0, and 0 otherwise.

Subtracting this from β leaves a field whose sum is zero in every row. Integrating each row along i gives y(i, j) with y(i+1, j) − y(i, j) equal to that remainder. Adding the two contributions gives b = β.

**Smallest cells.** For m = n = 1 the only plaquette has b = x + y − x − y = 0, so no nonzero Burgers vector fits. For m = 2, n = 1, the choice x = 0, y(0, 0) = 0, y(1, 0) = B gives the dipole B, −B.

## Lean definitions and proofs

```lean
import Mathlib

open Finset

namespace PeriodicDislocations

/-- Integer-vector displacements on the bonds of an `m` by `n` periodic grid: `x p` belongs to the
bond leaving site `p` in the x direction, `y p` to the bond leaving it in the y direction. -/
structure BondField (m n d : ℕ) where
  x : ZMod m × ZMod n → Fin d → ℤ
  y : ZMod m × ZMod n → Fin d → ℤ

/-- The Burgers vector of a plaquette: the anticlockwise sum of the bond displacements around the
plaquette whose lower left corner is `p`. -/
def burgers {m n d : ℕ} (u : BondField m n d) (p : ZMod m × ZMod n) : Fin d → ℤ :=
  u.x p + u.y (p.1 + 1, p.2) - u.x (p.1, p.2 + 1) - u.y p

/-- A prescribed field of Burgers vectors is realizable if some bond displacements produce it on
every plaquette. -/
def Realizable {m n d : ℕ} (β : ZMod m × ZMod n → Fin d → ℤ) : Prop :=
  ∃ u : BondField m n d, ∀ p, burgers u p = β p

/-- The Burgers field of one dislocation: the vector `B` on plaquette `p` and zero elsewhere. -/
def dislocation {m n d : ℕ} (p : ZMod m × ZMod n) (B : Fin d → ℤ) :
    ZMod m × ZMod n → Fin d → ℤ :=
  fun q => if q = p then B else 0

/-- On a periodic ring, a function whose sum around the ring is zero is the difference of a
periodic function between neighbouring sites. -/
theorem ring_integration {m : ℕ} [NeZero m] {A : Type*} [AddCommGroup A]
    (f : ZMod m → A) (hf : ∑ i, f i = 0) :
    ∃ g : ZMod m → A, ∀ i, g (i + 1) - g i = f i := by
  -- one full turn, counted by natural numbers, is the sum over the ring
  have hround : ∑ k ∈ range m, f (k : ZMod m) = ∑ i, f i := by
    refine Finset.sum_nbij' (fun k : ℕ => (k : ZMod m)) (fun i : ZMod m => i.val)
      (fun k _ => Finset.mem_univ _) (fun i _ => Finset.mem_range.mpr (ZMod.val_lt i))
      (fun k hk => ?_) (fun i _ => ZMod.natCast_zmod_val i) (fun k _ => rfl)

    rw [ZMod.val_natCast, Nat.mod_eq_of_lt (Finset.mem_range.mp hk)]
  -- integrate from site 0
  refine ⟨fun i => ∑ k ∈ range i.val, f (k : ZMod m), fun i => ?_⟩
  have hs : (i + 1).val = (i.val + 1) % m := by
    have h : i + 1 = ((i.val + 1 : ℕ) : ZMod m) := by
      rw [Nat.cast_add, Nat.cast_one, ZMod.natCast_zmod_val]
    rw [h, ZMod.val_natCast]
  have hstep : ∑ k ∈ range (i + 1).val, f (k : ZMod m)
      = ∑ k ∈ range (i.val + 1), f (k : ZMod m) := by
    rw [hs]
    rcases Nat.lt_or_ge (i.val + 1) m with h | h
    · rw [Nat.mod_eq_of_lt h]
    · -- the last step closes the ring because the total is zero
      have hm : i.val + 1 = m := by
        have := ZMod.val_lt i
        omega
      rw [hm, Nat.mod_self, Finset.sum_range_zero, hround, hf]
  beta_reduce
  rw [hstep, Finset.sum_range_succ, ZMod.natCast_zmod_val, add_sub_cancel_left]

/-- The Burgers vectors produced by any bond displacements on a periodic grid sum to zero. -/
theorem total_burgers_eq_zero {m n d : ℕ} [NeZero m] [NeZero n] (u : BondField m n d) :
    ∑ p, burgers u p = 0 := by
  -- translation by one site does not change a sum over the cell
  have hy : ∑ p : ZMod m × ZMod n, u.y (p.1 + 1, p.2) = ∑ p, u.y p := by
    refine Fintype.sum_equiv (Equiv.addRight ((1 : ZMod m), (0 : ZMod n))) _ _ (fun p => ?_)
    change u.y (p.1 + 1, p.2) = u.y (p + (1, 0))
    exact congrArg u.y (Prod.ext (by simp) (by simp))
  have hx : ∑ p : ZMod m × ZMod n, u.x (p.1, p.2 + 1) = ∑ p, u.x p := by
    refine Fintype.sum_equiv (Equiv.addRight ((0 : ZMod m), (1 : ZMod n))) _ _ (fun p => ?_)
    change u.x (p.1, p.2 + 1) = u.x (p + (0, 1))
    exact congrArg u.x (Prod.ext (by simp) (by simp))
  simp only [burgers, Finset.sum_sub_distrib, Finset.sum_add_distrib, hx, hy]
  abel

/-- On a periodic grid, integer-vector bond displacements with prescribed integer Burgers vectors
on all plaquettes exist if and only if the prescribed vectors sum to zero. -/
theorem realizable_iff_total_eq_zero {m n d : ℕ} [NeZero m] [NeZero n]
    (β : ZMod m × ZMod n → Fin d → ℤ) :
    Realizable β ↔ ∑ p, β p = 0 := by
  constructor
  · rintro ⟨u, hu⟩
    rw [← total_burgers_eq_zero u]
    exact Finset.sum_congr rfl (fun p _ => (hu p).symm)
  · intro h
    -- the row totals are integrated along y
    obtain ⟨R, hR⟩ := ring_integration (fun j : ZMod n => ∑ i : ZMod m, β (i, j)) (by
      have h' := h
      rw [Fintype.sum_prod_type_right] at h'
      exact h')
    -- with its total removed at column 0, each row is integrated along x
    have hv : ∀ j : ZMod n, ∃ g : ZMod m → Fin d → ℤ, ∀ i,
        g (i + 1) - g i = β (i, j) - (if i = 0 then ∑ k : ZMod m, β (k, j) else 0) :=
      fun j => ring_integration
        (fun i => β (i, j) - (if i = 0 then ∑ k : ZMod m, β (k, j) else 0))
        (by simp [Finset.sum_sub_distrib])
    choose g hg using hv
    refine ⟨⟨fun p => if p.1 = 0 then -R p.2 else 0, fun p => g p.2 p.1⟩, ?_⟩
    rintro ⟨i, j⟩
    have h1 := hg j i
    have h2 : R (j + 1) - R j = ∑ k : ZMod m, β (k, j) := hR j
    by_cases hi : i = 0
    · rw [if_pos hi] at h1
      simp only [burgers, if_pos hi]
      linear_combination h1 + h2
    · rw [if_neg hi] at h1
      simp only [burgers, if_neg hi]
      linear_combination h1

/-- The Burgers field of one dislocation sums to its Burgers vector. -/
theorem sum_dislocation {m n d : ℕ} [NeZero m] [NeZero n]
    (p : ZMod m × ZMod n) (B : Fin d → ℤ) : ∑ q, dislocation p B q = B := by
  simp [dislocation]

/-- A periodic cell can hold a single dislocation only if its Burgers vector is zero, and then it
can. -/
theorem isolated_dislocation_iff {m n d : ℕ} [NeZero m] [NeZero n]
    (p : ZMod m × ZMod n) (B : Fin d → ℤ) :
    Realizable (dislocation p B) ↔ B = 0 := by
  rw [realizable_iff_total_eq_zero, sum_dislocation]

/-- A periodic cell can hold two dislocations, at any two plaquettes, if and only if their Burgers
vectors are opposite. -/
theorem dislocation_pair_iff {m n d : ℕ} [NeZero m] [NeZero n]
    (p q : ZMod m × ZMod n) (B C : Fin d → ℤ) :
    Realizable (fun r => dislocation p B r + dislocation q C r) ↔ B + C = 0 := by
  rw [realizable_iff_total_eq_zero, Finset.sum_add_distrib, sum_dislocation, sum_dislocation]

/-- Any prescribed Burgers field becomes realizable when one dislocation carrying minus its total
is added, at any chosen plaquette. -/
theorem realizable_add_compensating {m n d : ℕ} [NeZero m] [NeZero n]
    (β : ZMod m × ZMod n → Fin d → ℤ) (p : ZMod m × ZMod n) :
    Realizable (fun r => β r + dislocation p (-∑ q, β q) r) := by
  rw [realizable_iff_total_eq_zero, Finset.sum_add_distrib, sum_dislocation, add_neg_cancel]

end PeriodicDislocations
```

```lean
#print axioms PeriodicDislocations.realizable_iff_total_eq_zero
#print axioms PeriodicDislocations.isolated_dislocation_iff
#print axioms PeriodicDislocations.dislocation_pair_iff
#print axioms PeriodicDislocations.realizable_add_compensating
```

```
'PeriodicDislocations.realizable_iff_total_eq_zero' depends on axioms: [propext, Classical.choice, Quot.sound]
'PeriodicDislocations.isolated_dislocation_iff' depends on axioms: [propext, Classical.choice, Quot.sound]
'PeriodicDislocations.dislocation_pair_iff' depends on axioms: [propext, Classical.choice, Quot.sound]
'PeriodicDislocations.realizable_add_compensating' depends on axioms: [propext, Classical.choice, Quot.sound]
```

## What the theorems settle for a crystal

`BondField` holds the two bond functions, `burgers` is b, and `Realizable β` says that some bond field produces β everywhere. Vectors have type `Fin d → ℤ`, for any d. `[NeZero m]` and `[NeZero n]` express m, n ≥ 1. Reversing the circuit changes the sign of every Burgers vector but not the condition.

`total_burgers_eq_zero` makes the relabelling argument with `Fintype.sum_equiv`. `ring_integration` separates the ordinary step from the closing one by comparing `i.val + 1` with `m`. In `realizable_iff_total_eq_zero`, `choose` collects the row integrals, and `linear_combination` checks the plaquette sum in column 0 and elsewhere. The single-dislocation, pair and compensation theorems follow by evaluating the total with `sum_dislocation`.

In `dislocation_pair_iff` the two plaquettes may coincide, in which case opposite vectors leave no defect; a dipole on distinct plaquettes needs at least two of them.

The result concerns existence only. It gives no energies, relaxed positions or image forces, and it does not say whether a dipole survives relaxation. Partial dislocations with fractional Burgers vectors, curved lines and non-periodic boundaries lie beyond this model.
